# The $4^M$ normal-ordered monomials of $M$ fermionic modes are a basis of the algebra the modes generate

Two second-quantised expressions can look different and still be the same operator, because creators and annihilators may be written in many orders. For $M$ modes obeying the canonical anticommutation relations in a nontrivial algebra over a field, putting creators first and sorting the indices leaves exactly one set of coefficients.

In Lean 4 with Mathlib:

```lean
import Mathlib

open Finset

namespace CARNormalOrdering

variable {K A ι : Type*} [Field K] [Ring A] [Algebra K A] [DecidableEq ι] {M : ℕ}

/-- The canonical anticommutation relations for annihilators `a p` and creators `c p`. -/
structure IsCAR (a c : Fin M → A) : Prop where
  a_sq : ∀ p, a p * a p = 0
  c_sq : ∀ p, c p * c p = 0
  a_anti : ∀ p q, a p * a q + a q * a p = 0
  c_anti : ∀ p q, c p * c q + c q * c p = 0
  mixed : ∀ p q, a p * c q + c q * a p = if p = q then 1 else 0

/-- The product of the operators `g i` over those entries `i` of the list `L` that lie in `S`, in
the order of the list. -/
def orderedProd (g : ι → A) (L : List ι) (S : Finset ι) : A :=
  ((L.filter (fun i => i ∈ S)).map g).prod

/-- The normal-ordered monomial `c_S a_T`, both products taken in increasing order. -/
def normalMonomial (a c : Fin M → A) (ST : Finset (Fin M) × Finset (Fin M)) : A :=
  orderedProd c (List.finRange M) ST.1 * orderedProd a (List.finRange M) ST.2

/-- The list of all ladder operators: first the creators, then the annihilators. -/
def modes (M : ℕ) : List (Fin M ⊕ Fin M) :=
  (List.finRange M).map Sum.inl ++ (List.finRange M).map Sum.inr

/-- The first operator of the list stands in front of the product if it is selected. -/
theorem orderedProd_cons (g : ι → A) (i : ι) (L : List ι) (S : Finset ι) :
    orderedProd g (i :: L) S =
      if i ∈ S then g i * orderedProd g L S else orderedProd g L S := by
  by_cases h : i ∈ S <;> simp [orderedProd, h]

/-- An ordered product depends only on which operators of the list are selected. -/
theorem orderedProd_congr (g : ι → A) {L : List ι} {S T : Finset ι}
    (h : ∀ i ∈ L, (i ∈ S ↔ i ∈ T)) : orderedProd g L S = orderedProd g L T := by
  unfold orderedProd
  have e : L.filter (fun i => i ∈ S) = L.filter (fun i => i ∈ T) :=
    List.filter_congr (fun i hi => by simp [h i hi])
  rw [e]

/-- For every set `s` of modes there is an involution that anticommutes with the ladder
operators of the modes in `s` and commutes with all others. -/
theorem exists_parity {a c : Fin M → A} (h : IsCAR a c) (s : Finset (Fin M)) :
    ∃ Θ : A, Θ * Θ = 1 ∧
      (∀ p, Θ * a p = if p ∈ s then -(a p * Θ) else a p * Θ) ∧
      (∀ p, Θ * c p = if p ∈ s then -(c p * Θ) else c p * Θ) := by
  induction s using Finset.induction_on with
  | empty => exact ⟨1, by simp, by simp, by simp⟩
  | insert q s hq ih =>
    obtain ⟨Θ, h1, ha, hc⟩ := ih
    -- the parity of the single mode `q`
    obtain ⟨θ, hθ⟩ : ∃ θ, θ = a q * c q - c q * a q := ⟨_, rfl⟩
    have E : a q * c q + c q * a q = 1 := by rw [h.mixed, if_pos rfl]
    have sq : θ * θ = 1 := by
      rw [hθ]
      linear_combination (norm := noncomm_ring) (a q * c q + c q * a q) * E + E
        - a q * h.c_sq q * a q - a q * h.c_sq q * a q
        - c q * h.a_sq q * c q - c q * h.a_sq q * c q
    have ta : θ * a q = -(a q * θ) := by
      rw [hθ]
      linear_combination (norm := noncomm_ring) h.a_sq q * c q - c q * h.a_sq q
    have tc : θ * c q = -(c q * θ) := by
      rw [hθ]
      linear_combination (norm := noncomm_ring) a q * h.c_sq q - h.c_sq q * a q
    have ua : ∀ p, p ≠ q → θ * a p = a p * θ := fun p hp => by
      have e : a p * c q + c q * a p = 0 := by rw [h.mixed, if_neg hp]
      rw [hθ]
      linear_combination (norm := noncomm_ring)
        a q * e - h.a_anti p q * c q - c q * h.a_anti p q + e * a q
    have uc : ∀ p, p ≠ q → θ * c p = c p * θ := fun p hp => by
      have e : a q * c p + c p * a q = 0 := by rw [h.mixed, if_neg hp.symm]
      rw [hθ]
      linear_combination (norm := noncomm_ring)
        a q * h.c_anti p q - e * c q - c q * e + h.c_anti p q * a q
    have key : ∀ x : Fin M → A, (∀ p, Θ * x p = if p ∈ s then -(x p * Θ) else x p * Θ) →
        θ * x q = -(x q * θ) → (∀ p, p ≠ q → θ * x p = x p * θ) →
        ∀ p, θ * Θ * x p = if p ∈ insert q s then -(x p * (θ * Θ)) else x p * (θ * Θ) := by
      intro x hx t u p
      rw [mul_assoc, hx p]
      by_cases hp : p = q
      · rw [hp, if_neg hq, if_pos (mem_insert_self q s), ← mul_assoc, t, neg_mul, mul_assoc]
      · simp only [mem_insert, hp, false_or]
        split_ifs
        · rw [mul_neg, ← mul_assoc, u p hp, mul_assoc]
        · rw [← mul_assoc, u p hp, mul_assoc]
    have ca : Commute Θ (a q) := by
      have e := ha q
      rw [if_neg hq] at e
      exact e
    have cc : Commute Θ (c q) := by
      have e := hc q
      rw [if_neg hq] at e
      exact e
    have comm : Θ * θ = θ * Θ := by
      rw [hθ]
      exact ((ca.mul_right cc).sub_right (cc.mul_right ca)).eq
    refine ⟨θ * Θ, ?_, key a ha ta ua, key c hc tc uc⟩
    calc θ * Θ * (θ * Θ) = θ * (Θ * θ) * Θ := by simp only [mul_assoc]
      _ = (θ * θ) * (Θ * Θ) := by rw [comm]; simp only [mul_assoc]
      _ = 1 := by rw [sq, h1, one_mul]

/-- Each ladder operator has a linear contraction map, which kills the identity and
obeys the signed Leibniz rule for a ladder operator standing in front. -/
theorem exists_contraction {a c : Fin M → A} (h : IsCAR a c) :
    ∃ D : Fin M ⊕ Fin M → A →ₗ[K] A, (∀ i, D i 1 = 0) ∧
      ∀ i j X, D i (Sum.elim c a j * X) =
        (if i = j then X else 0) - Sum.elim c a j * D i X := by
  obtain ⟨Θ, h1, ha, hc⟩ := exists_parity h univ
  have hΘ : ∀ j, Θ * Sum.elim c a j = -(Sum.elim c a j * Θ) := by
    rintro (p | p)
    · simpa using hc p
    · simpa using ha p
  have car : ∀ i j, Sum.elim a c i * Sum.elim c a j + Sum.elim c a j * Sum.elim a c i
      = if i = j then 1 else 0 := by
    rintro (p | p) (q | q)
    · simpa using h.mixed p q
    · simpa using h.a_anti p q
    · simpa using h.c_anti p q
    · simp only [Sum.elim_inr, Sum.inr.injEq]
      rw [add_comm, h.mixed q p]
      simp only [eq_comm (a := q) (b := p)]
  refine ⟨fun i => LinearMap.mulLeft K (Sum.elim a c i) -
    (LinearMap.mulRight K (Θ * Sum.elim a c i)).comp (LinearMap.mulLeft K Θ), ?_, ?_⟩
  · intro i
    simp [h1]
  · intro i j X
    have e : (if i = j then X else 0) = (if i = j then 1 else 0) * X := by
      split_ifs <;> simp
    simp only [LinearMap.sub_apply, LinearMap.comp_apply, LinearMap.mulLeft_apply,
      LinearMap.mulRight_apply]
    rw [e, ← car i j]
    linear_combination (norm := noncomm_ring) -(hΘ j * (X * (Θ * Sum.elim a c i)))

/-- If every operator has a contraction map, a vanishing linear combination of ordered products from
a list without repetitions has only zero coefficients. -/
theorem coeff_eq_zero [Nontrivial A] {g : ι → A} {D : ι → A →ₗ[K] A}
    (h1 : ∀ i, D i 1 = 0)
    (hD : ∀ i j X, D i (g j * X) = (if i = j then X else 0) - g j * D i X)
    (L : List ι) (hL : L.Nodup) : ∀ f : Finset ι → K,
      ∑ S ∈ L.toFinset.powerset, f S • orderedProd g L S = 0 →
      ∀ S ⊆ L.toFinset, f S = 0 := by
  have kill : ∀ i (l : List ι), i ∉ l → D i (l.map g).prod = 0 := by
    intro i l
    induction l with
    | nil => intro _; simpa using h1 i
    | cons j l ih =>
      intro hi
      rw [List.mem_cons, not_or] at hi
      rw [List.map_cons, List.prod_cons, hD, if_neg hi.1, ih hi.2, mul_zero, sub_zero]
  induction L with
  | nil =>
    intro f hf S hS
    obtain rfl : S = ∅ := by simpa using hS
    simpa [orderedProd] using hf
  | cons i L ih =>
    obtain ⟨hi, hL'⟩ := List.nodup_cons.mp hL
    intro f hf
    have killSum : ∀ F : Finset ι → K,
        D i (∑ t ∈ L.toFinset.powerset, F t • orderedProd g L t) = 0 := by
      intro F
      rw [map_sum]
      refine sum_eq_zero fun t _ => ?_
      rw [map_smul, orderedProd, kill i _ (fun hm => hi (List.mem_of_mem_filter hm)), smul_zero]
    -- split the relation by whether the leading operator occurs
    rw [List.toFinset_cons, sum_powerset_insert (by simpa using hi)] at hf
    have e1 : ∑ t ∈ L.toFinset.powerset, f t • orderedProd g (i :: L) t =
        ∑ t ∈ L.toFinset.powerset, f t • orderedProd g L t := by
      refine sum_congr rfl fun t ht => ?_
      rw [orderedProd_cons, if_neg]
      exact fun hm => hi (List.mem_toFinset.mp (mem_powerset.mp ht hm))
    have e2 : ∑ t ∈ L.toFinset.powerset, f (insert i t) • orderedProd g (i :: L) (insert i t) =
        g i * ∑ t ∈ L.toFinset.powerset, f (insert i t) • orderedProd g L t := by
      rw [mul_sum]
      refine sum_congr rfl fun t _ => ?_
      rw [orderedProd_cons, if_pos (mem_insert_self i t), mul_smul_comm,
        orderedProd_congr g (S := insert i t) (T := t)]
      intro x hx
      have hne : x ≠ i := fun e => hi (e ▸ hx)
      simp [hne]
    rw [e1, e2] at hf
    have k2 : D i (∑ t ∈ L.toFinset.powerset, f (insert i t) • orderedProd g L t) = 0 :=
      killSum (fun t => f (insert i t))
    -- contraction isolates the part containing the leading operator
    have h2 := congrArg (D i) hf
    rw [map_add, killSum f, hD, if_pos rfl, k2, mul_zero, sub_zero, zero_add, map_zero] at h2
    rw [h2, mul_zero, add_zero] at hf
    intro S hS
    rw [List.toFinset_cons] at hS
    have hS' := subset_insert_iff.mp hS
    by_cases hiS : i ∈ S
    · have h3 := ih hL' (fun t => f (insert i t)) h2 (S.erase i) hS'
      simpa only [insert_erase hiS] using h3
    · rw [erase_eq_of_notMem hiS] at hS'
      exact ih hL' f hf S hS'

/-- If the operators square to zero and have scalar anticommutators, the span of their ordered
products from a list without repetitions is stable under left multiplication by each operator in the
list. -/
theorem mul_mem_span {g : ι → A} (hsq : ∀ i, g i * g i = 0)
    (hg : ∀ i j, ∃ r : K, g i * g j + g j * g i = r • (1 : A)) (L : List ι) (hL : L.Nodup) :
    ∀ i ∈ L, ∀ x ∈ Submodule.span K (Set.range (orderedProd g L)),
      g i * x ∈ Submodule.span K (Set.range (orderedProd g L)) := by
  induction L with
  | nil => simp
  | cons j L ih =>
    obtain ⟨hj, hL'⟩ := List.nodup_cons.mp hL
    have up : ∀ x ∈ Submodule.span K (Set.range (orderedProd g L)),
        x ∈ Submodule.span K (Set.range (orderedProd g (j :: L))) ∧
        g j * x ∈ Submodule.span K (Set.range (orderedProd g (j :: L))) := by
      intro x hx
      induction hx using Submodule.span_induction with
      | mem x hx =>
        obtain ⟨S, rfl⟩ := hx
        have ne : ∀ y ∈ L, y ≠ j := fun y hy e => hj (e ▸ hy)
        refine ⟨Submodule.subset_span ⟨S.erase j, ?_⟩, Submodule.subset_span ⟨insert j S, ?_⟩⟩
        · rw [orderedProd_cons, if_neg (notMem_erase j S)]
          exact orderedProd_congr g fun y hy => by simp [ne y hy]
        · rw [orderedProd_cons, if_pos (mem_insert_self j S)]
          exact congrArg (g j * ·) (orderedProd_congr g fun y hy => by simp [ne y hy])
      | zero => simp
      | add x y _ _ hx hy =>
        exact ⟨add_mem hx.1 hy.1, by rw [mul_add]; exact add_mem hx.2 hy.2⟩
      | smul r x _ hx =>
        exact ⟨Submodule.smul_mem _ r hx.1, by
          rw [mul_smul_comm]; exact Submodule.smul_mem _ r hx.2⟩
    intro i hi x hx
    induction hx using Submodule.span_induction with
    | mem x hx =>
      obtain ⟨S, rfl⟩ := hx
      have hw : orderedProd g L S ∈ Submodule.span K (Set.range (orderedProd g L)) :=
        Submodule.subset_span ⟨S, rfl⟩
      rw [orderedProd_cons]
      by_cases hij : i = j
      · rw [hij]
        split_ifs
        · rw [← mul_assoc, hsq, zero_mul]; exact zero_mem _
        · exact (up _ hw).2
      · have hiL := ih hL' i ((List.mem_cons.mp hi).resolve_left hij) _ hw
        split_ifs
        · -- move `g i` past `g j`
          obtain ⟨r, hr⟩ := hg i j
          rw [← mul_assoc, eq_sub_of_add_eq hr, sub_mul, smul_mul_assoc, one_mul, mul_assoc]
          exact sub_mem (Submodule.smul_mem _ r (up _ hw).1) (up _ hiL).2
        · exact (up _ hiL).1
    | zero => simp
    | add x y _ _ hx hy => rw [mul_add]; exact add_mem hx hy
    | smul r x _ hx => rw [mul_smul_comm]; exact Submodule.smul_mem _ r hx

/-- Selecting creators `S` and annihilators `T` from the list of ladder operators gives the
normal-ordered monomial `c_S a_T`. -/
theorem orderedProd_modes (a c : Fin M → A) (S T : Finset (Fin M)) :
    orderedProd (Sum.elim c a) (modes M) (S.disjSum T) = normalMonomial a c (S, T) := by
  simp [orderedProd, modes, normalMonomial, List.filter_map, Function.comp_def]

/-- The normal-ordered monomials `c_S a_T` are linearly independent and span the subalgebra
generated by all annihilators and creators. -/
theorem normalMonomial_basis [Nontrivial A] {a c : Fin M → A} (h : IsCAR a c) :
    LinearIndependent K (normalMonomial a c) ∧
    Submodule.span K (Set.range (normalMonomial a c)) =
      Subalgebra.toSubmodule (Algebra.adjoin K (Set.range a ∪ Set.range c)) := by
  have nd : (modes M).Nodup := by
    refine List.Nodup.append ((List.nodup_finRange M).map Sum.inl_injective)
      ((List.nodup_finRange M).map Sum.inr_injective) ?_
    rintro (p | p) h1 h2
    · simp at h2
    · simp at h1
  have all : (modes M).toFinset = univ := by
    ext x
    rcases x with p | p <;> simp [modes]
  constructor
  · obtain ⟨D, h1, hD⟩ := exists_contraction (K := K) h
    have li : LinearIndependent K (orderedProd (Sum.elim c a) (modes M)) := by
      refine Fintype.linearIndependent_iff.mpr fun f hf S => ?_
      refine coeff_eq_zero h1 hD (modes M) nd f ?_ S ?_
      · rw [all, powerset_univ]; exact hf
      · rw [all]; exact subset_univ S
    have e : normalMonomial a c = orderedProd (Sum.elim c a) (modes M) ∘
        (fun ST : Finset (Fin M) × Finset (Fin M) => ST.1.disjSum ST.2) :=
      funext fun ST => (orderedProd_modes a c ST.1 ST.2).symm
    rw [e]
    refine li.comp _ ?_
    rintro ⟨S, T⟩ ⟨S', T'⟩ hST
    have hST' : S.disjSum T = S'.disjSum T' := hST
    refine Prod.ext (Finset.ext fun p => ?_) (Finset.ext fun p => ?_)
    · simpa using Finset.ext_iff.mp hST' (Sum.inl p)
    · simpa using Finset.ext_iff.mp hST' (Sum.inr p)
  · apply le_antisymm
    · rw [Submodule.span_le]
      rintro _ ⟨ST, rfl⟩
      change normalMonomial a c ST ∈ Algebra.adjoin K (Set.range a ∪ Set.range c)
      refine mul_mem (list_prod_mem fun x hx => ?_) (list_prod_mem fun x hx => ?_)
      · obtain ⟨p, _, rfl⟩ := List.mem_map.mp hx
        exact Algebra.subset_adjoin (Or.inr ⟨p, rfl⟩)
      · obtain ⟨p, _, rfl⟩ := List.mem_map.mp hx
        exact Algebra.subset_adjoin (Or.inl ⟨p, rfl⟩)
    · have hr : Set.range (orderedProd (Sum.elim c a) (modes M)) ⊆
          Set.range (normalMonomial a c) := by
        rintro _ ⟨U, rfl⟩
        have hU : U = (univ.filter (fun p => Sum.inl p ∈ U)).disjSum
            (univ.filter (fun p => Sum.inr p ∈ U)) := by
          ext x
          rcases x with p | p <;> simp
        rw [hU, orderedProd_modes]
        exact ⟨_, rfl⟩
      have hsq : ∀ i, Sum.elim c a i * Sum.elim c a i = 0 := by
        rintro (p | p)
        · exact h.c_sq p
        · exact h.a_sq p
      have hg : ∀ i j, ∃ r : K, Sum.elim c a i * Sum.elim c a j +
          Sum.elim c a j * Sum.elim c a i = r • (1 : A) := by
        rintro (p | p) (q | q)
        · exact ⟨0, by simpa using h.c_anti p q⟩
        · refine ⟨if q = p then 1 else 0, ?_⟩
          change c p * a q + a q * c p = _
          rw [add_comm, h.mixed q p]
          split_ifs <;> simp
        · refine ⟨if p = q then 1 else 0, ?_⟩
          change a p * c q + c q * a p = _
          rw [h.mixed p q]
          split_ifs <;> simp
        · exact ⟨0, by simpa using h.a_anti p q⟩
      intro x hx
      have hx' : x ∈ Algebra.adjoin K (Set.range a ∪ Set.range c) := hx
      -- the generated algebra maps the span of ordered products into itself
      have key : ∀ w ∈ Submodule.span K (Set.range (orderedProd (Sum.elim c a) (modes M))),
          x * w ∈ Submodule.span K (Set.range (orderedProd (Sum.elim c a) (modes M))) := by
        clear hx
        induction hx' using Algebra.adjoin_induction with
        | mem x hx =>
          rcases hx with ⟨p, rfl⟩ | ⟨p, rfl⟩
          · exact mul_mem_span hsq hg (modes M) nd (Sum.inr p) (by simp [modes])
          · exact mul_mem_span hsq hg (modes M) nd (Sum.inl p) (by simp [modes])
        | algebraMap r =>
          intro w hw
          rw [← Algebra.smul_def]
          exact Submodule.smul_mem _ r hw
        | add x y _ _ hx hy =>
          intro w hw
          rw [add_mul]
          exact add_mem (hx w hw) (hy w hw)
        | mul x y _ _ hx hy =>
          intro w hw
          rw [mul_assoc]
          exact hx _ (hy w hw)
      have h1 := key 1 (Submodule.subset_span ⟨∅, by simp [orderedProd]⟩)
      rw [mul_one] at h1
      exact Submodule.span_mono hr h1

/-- The algebra generated by `M` fermionic modes has dimension `4 ^ M`. -/
theorem finrank_adjoin [Nontrivial A] {a c : Fin M → A} (h : IsCAR a c) :
    Module.finrank K (Algebra.adjoin K (Set.range a ∪ Set.range c)) = 4 ^ M := by
  obtain ⟨hli, hspan⟩ := normalMonomial_basis (K := K) h
  rw [← Subalgebra.finrank_toSubmodule, ← hspan, finrank_span_eq_card hli]
  norm_num [Fintype.card_prod, Fintype.card_finset, ← mul_pow]

/-- Two annihilators as explicit matrices on a four-dimensional space. -/
def twoModeA : Fin 2 → Matrix (Fin 4) (Fin 4) ℂ :=
  ![!![0, 0, 1, 0; 0, 0, 0, 1; 0, 0, 0, 0; 0, 0, 0, 0],
    !![0, 1, 0, 0; 0, 0, 0, 0; 0, 0, 0, -1; 0, 0, 0, 0]]

/-- The matrices `twoModeA` and their transposes satisfy the anticommutation relations. -/
theorem isCAR_witness : IsCAR twoModeA (fun p => (twoModeA p).transpose) := by
  refine ⟨?_, ?_, ?_, ?_, ?_⟩
  · intro p
    fin_cases p <;> ext i j <;> fin_cases i <;> fin_cases j <;>
      simp [twoModeA, Matrix.mul_apply, Fin.sum_univ_four]
  · intro p
    fin_cases p <;> ext i j <;> fin_cases i <;> fin_cases j <;>
      simp [twoModeA, Matrix.mul_apply, Fin.sum_univ_four]
  all_goals
    intro p q
    ext i j
    simp only [Matrix.add_apply, Matrix.mul_apply, Fin.sum_univ_four, Matrix.transpose_apply]
    fin_cases p <;> fin_cases q <;> fin_cases i <;> fin_cases j <;> simp [twoModeA]

end CARNormalOrdering
```

```lean
#print axioms CARNormalOrdering.normalMonomial_basis
#print axioms CARNormalOrdering.finrank_adjoin
```

```
'CARNormalOrdering.normalMonomial_basis' depends on axioms: [propext, Classical.choice, Quot.sound]
'CARNormalOrdering.finrank_adjoin' depends on axioms: [propext, Classical.choice, Quot.sound]
```

## Modes, monomials and the generated algebra

`IsCAR a c` states that annihilators $a_p$ and creators $c_p$ square to zero, anticommute among themselves, and satisfy $a_pc_q+c_qa_p=\delta_{pq}$. For subsets $S,T$ of `Fin M`, `normalMonomial a c (S, T)` is $c_Sa_T$, with both products in increasing order.

`normalMonomial_basis` says that these monomials are linearly independent and span `Algebra.adjoin K (Set.range a ∪ Set.range c)`, the algebra generated by the modes. `finrank_adjoin` counts $2^M\cdot2^M=4^M$ of them.

Both theorems assume that $1\neq0$ in the ambient algebra $A$. This algebra may be larger than the generated one, and $c_p$ need not be the adjoint of $a_p$. The number of modes is finite. `isCAR_witness` gives explicit matrices for $M=2$.

## Contraction isolates a coefficient

Let $\theta_q=a_qc_q-c_qa_q$. The cross terms of $\theta_q^2$ contain $c_q^2$ or $a_q^2$ and vanish, while $a_qc_qa_qc_q=a_q(1-a_qc_q)c_q=a_qc_q$, and likewise for $c_qa_q$. Hence $\theta_q^2=a_qc_q+c_qa_q=1$.

Also $\theta_qa_q=a_qc_qa_q=-a_q\theta_q$, and similarly for $c_q$. Operators of other modes pass two factors, so they commute with $\theta_q$. The product $\Theta$ of all $\theta_q$ therefore squares to 1 and anticommutes with every ladder operator; `exists_parity` builds it one mode at a time.

Write $g_i$ for any ladder operator and $d_i$ for its conjugate partner, so that $d_ig_j+g_jd_i=\delta_{ij}$. `exists_contraction` uses $D_iX=d_iX-\Theta X\Theta d_i$. Then $D_i1=0$ and

$$D_i(g_jX)=(\delta_{ij}-g_jd_i)X+g_j\Theta X\Theta d_i=\delta_{ij}X-g_jD_iX.$$

So $D_i$ kills every word without $g_i$. In `coeff_eq_zero`, a vanishing combination is split as $U+g_iV=0$, where $g_i$ is the leading operator and occurs in neither $U$ nor $V$. Applying $D_i$ gives $V=0$, hence $U=0$. Induction on the list ends at a multiple of $1\neq0$.

## Reordering never leaves the span

`mul_mem_span` multiplies an ordered word by $g_i$. The proof is by induction on the list, whose first operator is called $g_j$. If $g_i$ is $g_j$ itself, the result is zero or a longer ordered word. Otherwise $g_i$ belongs to the rest of the list. A word without $g_j$ is an ordered word of that shorter list, and induction applies directly. For a word $g_jw$ one has $g_ig_jw=rw-g_jg_iw$ with a scalar $r$; by induction $g_iw$ is a combination of ordered words of the shorter list, and putting $g_j$ in front keeps them ordered. The span contains 1 and is stable under all generators, so it contains the generated algebra; the reverse inclusion is immediate.

## Comparing operators in a program

A normal-ordering routine can replace $a_pc_q$ by $\delta_{pq}-c_qa_p$, sort with signs, drop every term in which a ladder operator is repeated, and add the coefficients of equal monomials. For example, $(c_pa_p)^2=c_p(1-c_pa_p)a_p=c_pa_p$. For electronic Hamiltonians in a finite orthonormal spin-orbital basis, two operators are equal on the whole Fock space exactly when the resulting coefficients agree for every monomial, a missing monomial counting as coefficient zero. On the states with a fixed number $N$ of electrons, operators with different coefficients can act alike: there $\sum_p c_pa_p$ acts as multiplication by $N$.

## Characteristic 2 needs the squares

Over $\mathbb F_2$, let $a=d/dx$ and $c=x$ act on polynomials. Every relation for $M=1$ holds except $c^2=0$. Now $x^2$ lies in the generated algebra but not in the span of $1,c,a,ca$: applied to the polynomial 1, that span yields only combinations of $1$ and $x$.
